# In a two-site bond whose hopping weakens with length, the excess of dynamical over static charge first rises and then falls with the site-energy splitting

In a simple model of a polar bond, with point charges on the atoms and fixed site energies, a slight stretch changes the dipole for two reasons. The charges already on the atoms move apart, and some charge flows between the atoms because the longer bond has weaker hopping. The dynamical (Born effective) charge contains both contributions, the static charge only the first. A Hubbard correction shifts the site energies and can make the bond more or less ionic. Does a more ionic bond have a larger charge-transfer contribution?

In a non-interacting two-site model with a fixed site-energy splitting, the answer depends on the starting point, so within this model a shift that makes the bond more ionic has no universal sign of effect on this contribution.

```lean
import Mathlib

open Matrix

namespace BondDynamicalCharge

noncomputable section
```

## The bond and its two charges

Site 0 has energy −D, site 1 has energy D, and the hopping amplitude between them is t. The Hamiltonian and its eigenvalues are

H = [[−D, −t], [−t, D]],  E = ±g,  g = √(D² + t²).

The half-splitting g of the levels is `halfGap`.

```lean
/-- Half the level splitting of a two-site bond with site energies `-D`, `D` and hopping `t`. -/
def halfGap (D t : ℝ) : ℝ := √(D ^ 2 + t ^ 2)
```

Place two electrons of opposite spin in the lower orbital and a core of charge +1 on each site, in units of the elementary charge. If the orbital has real amplitudes a and b with a² + b² = 1, site 0 carries the net charge 1 − 2a² = −(a² − b²), and site 1 the opposite. The magnitude for D ≥ 0 is the static charge

S = a² − b² = D/g.

The definition records the closed form D/g; its connection with the eigenvector is proved below.

```lean
/-- The static bond charge `D / √(D² + t²)`, for `D` and `t` not both zero. -/
def staticCharge (D t : ℝ) : ℝ := D / halfGap D t
```

At bond length R the hopping is t(R). With the net charges treated as points at the two sites, and no dipole matrix element between the two orbitals, the magnitude of the dipole for D ≥ 0 is

P(R) = R D/√(D² + t(R)²).

In Lean, `t` is a function of length, while `D` is a number that stays fixed as the bond stretches.

```lean
/-- The bond dipole at length `R`, with a hopping `t` that depends on the length;
`D` and `t R` are not both zero. -/
def bondDipole (t : ℝ → ℝ) (D R : ℝ) : ℝ := R * staticCharge D (t R)
```

The quantity of interest is the excess P′(R) − S. It is defined with the actual derivative `deriv`, so its closed form has to be derived.

```lean
/-- The excess of the dynamical charge, the derivative of the dipole with respect to the bond
length, over the static charge; for `t` differentiable at `R` and `t R` nonzero. -/
def chargeExcess (t : ℝ → ℝ) (R D : ℝ) : ℝ :=
  deriv (bondDipole t D) R - staticCharge D (t R)
```

Positive hopping makes g positive, which permits the divisions that follow.

```lean
lemma halfGap_pos (D : ℝ) {t : ℝ} (ht : 0 < t) : 0 < halfGap D t :=
  Real.sqrt_pos.2 (by positivity)
```

## The static charge from the eigenvalue equation

For energy −g the two rows of the eigenvalue equation are

−D a − t b = −g a,
−t a + D b = −g b.

Multiply the first by a, the second by b, and subtract. The terms in t a b cancel, leaving

D(a² + b²) = g(a² − b²).

Normalisation gives a² − b² = D/g. The theorem takes a normalised real eigenvector as given. Its proof extracts the rows as `h1` and `h2`, and `linear_combination` performs the weighted subtraction.

```lean
/-- For positive hopping, a normalised real eigenvector of the two-site Hamiltonian with energy
`-√(D² + t²)` has a difference of site populations equal to the static charge. -/
theorem population_difference {D t a b : ℝ} (ht : 0 < t) (hn : a ^ 2 + b ^ 2 = 1)
    (h : !![-D, -t; -t, D] *ᵥ ![a, b] = (-halfGap D t) • ![a, b]) :
    a ^ 2 - b ^ 2 = staticCharge D t := by
  have h1 : -D * a + -t * b = -halfGap D t * a := by
    simpa [Matrix.mulVec, dotProduct, Fin.sum_univ_two] using congrFun h 0
  have h2 : -t * a + D * b = -halfGap D t * b := by
    simpa [Matrix.mulVec, dotProduct, Fin.sum_univ_two] using congrFun h 1
  rw [staticCharge, eq_div_iff (halfGap_pos D ht).ne']
  -- weight the two rows by the amplitudes and subtract: the hopping drops out
  linear_combination a * h1 - b * h2 + D * hn
```

## Stretching the bond

Let the site energy u and the hopping v vary along a path with parameter x. The chain rule gives

d/dx √(u² + v²) = (u u′ + v v′)/√(u² + v²).

This form serves twice: first with D fixed and t varying, later with t fixed and D varying. In the proof, `hq` differentiates the sum of squares, and the rule for the square root finishes the step.

```lean
/-- Rate of change of the half-splitting when the site energy `u` and the hopping `v` vary
differentiably, at a point where the hopping is positive. -/
theorem hasDerivAt_halfGap {u v : ℝ → ℝ} {u' v' x : ℝ} (hu : HasDerivAt u u' x)
    (hv : HasDerivAt v v' x) (h : 0 < v x) :
    HasDerivAt (fun y => halfGap (u y) (v y))
      ((u x * u' + v x * v') / halfGap (u x) (v x)) x := by
  have hq : HasDerivAt (fun y => u y ^ 2 + v y ^ 2) (2 * (u x * u' + v x * v')) x :=
    ((hu.fun_pow 2).fun_add (hv.fun_pow 2)).congr_deriv (by ring)
  have hne : u x ^ 2 + v x ^ 2 ≠ 0 := by positivity
  exact (hq.sqrt hne).congr_deriv (mul_div_mul_left _ _ two_ne_zero)
```

With D fixed, g′ = t t′/g, where t′ is the slope of the hopping at R. The product and quotient rules then give

P′(R) = D/g − R D g′/g² = D/g + (−t′ R t) · D/g³.

The first term is the static charge and the second is the charge transfer. The hypothesis `HasDerivAt t t' R` asks only that the hopping be differentiable at this one length, so no particular distance law is assumed.

```lean
/-- The dynamical charge is the static charge plus a charge-transfer term proportional to the
slope `t'` of the hopping, where the hopping is positive. -/
theorem hasDerivAt_bondDipole {t : ℝ → ℝ} {t' R : ℝ} (D : ℝ) (ht : HasDerivAt t t' R)
    (h0 : 0 < t R) :
    HasDerivAt (bondDipole t D)
      (staticCharge D (t R) + (-t' * R * t R) * (D / halfGap D (t R) ^ 3)) R := by
  have hg : HasDerivAt (fun y => halfGap D (t y))
      ((D * 0 + t R * t') / halfGap D (t R)) R :=
    hasDerivAt_halfGap (hasDerivAt_const R D) ht h0
  have h := (hasDerivAt_id' R).fun_mul
    ((hasDerivAt_const R D).fun_div hg (halfGap_pos D h0).ne')
  refine HasDerivAt.congr_deriv h ?_
  simp only [staticCharge]
  ring
```

Subtracting the static charge leaves

P′(R) − S = (−t′ R t) · D/g³.

At fixed R the bracket does not depend on D, so the whole dependence on the site energies sits in the profile D/g³.

```lean
lemma chargeExcess_eq {t : ℝ → ℝ} {t' R : ℝ} (D : ℝ) (ht : HasDerivAt t t' R)
    (h0 : 0 < t R) :
    chargeExcess t R D = (-t' * R * t R) * (D / halfGap D (t R) ^ 3) := by
  rw [chargeExcess, (hasDerivAt_bondDipole D ht h0).deriv]
  ring
```

## Where the profile turns

With t fixed, dg/dD = D/g, and therefore d(g³)/dD = 3D g. The quotient rule gives

d/dD (D/g³) = (g³ − 3D² g)/g⁶ = (g² − 3D²)/g⁵ = (t² − 2D²)/g⁵.

In the proof, `hc` is the derivative of g³, and `hsq` supplies g² = D² + t² for the last equality.

```lean
/-- At fixed positive hopping, the factor `D / (D² + t²)^(3/2)` of the charge-transfer term has
derivative `(t² - 2D²) / (D² + t²)^(5/2)` in `D`. -/
theorem hasDerivAt_profile (D : ℝ) {t : ℝ} (ht : 0 < t) :
    HasDerivAt (fun y => y / halfGap y t ^ 3)
      ((t ^ 2 - 2 * D ^ 2) / halfGap D t ^ 5) D := by
  have hne := (halfGap_pos D ht).ne'
  have hsq : halfGap D t ^ 2 = D ^ 2 + t ^ 2 := Real.sq_sqrt (by positivity)
  have hg : HasDerivAt (fun y => halfGap y t) ((D * 1 + t * 0) / halfGap D t) D :=
    hasDerivAt_halfGap (hasDerivAt_id' D) (hasDerivAt_const D t) ht
  have hc : HasDerivAt (fun y => halfGap y t ^ 3) (3 * D * halfGap D t) D := by
    refine (hg.fun_pow 3).congr_deriv ?_
    have hi : halfGap D t * (halfGap D t)⁻¹ = 1 := mul_inv_cancel₀ hne
    linear_combination 3 * D * halfGap D t * hi
  refine ((hasDerivAt_id' D).fun_div hc (pow_ne_zero 3 hne)).congr_deriv ?_
  rw [div_eq_div_iff (pow_ne_zero _ (pow_ne_zero _ hne)) (pow_ne_zero _ hne)]
  linear_combination halfGap D t ^ 6 * hsq
```

For 0 < D < t/√2 we have 2D² < t², so the derivative is positive. Lean squares the inequality x√2 < t, which is allowed because x is positive there. The criterion `strictMonoOn_of_deriv_pos` needs a positive derivative only in the interior, together with continuity on the closed interval, so the zero slope at t/√2 does no harm.

```lean
lemma profile_strictMonoOn {t : ℝ} (ht : 0 < t) :
    StrictMonoOn (fun y => y / halfGap y t ^ 3) (Set.Icc 0 (t / √2)) := by
  refine strictMonoOn_of_deriv_pos (convex_Icc _ _)
    (fun x _ => (hasDerivAt_profile x ht).continuousAt.continuousWithinAt) ?_
  intro x hx
  rw [interior_Icc] at hx
  have h1 : x * √2 < t := (lt_div_iff₀ (by positivity)).1 hx.2
  have h2 := pow_lt_pow_left₀ h1 (mul_nonneg hx.1.le (Real.sqrt_nonneg 2)) two_ne_zero
  rw [mul_pow, Real.sq_sqrt (by norm_num)] at h2
  rw [(hasDerivAt_profile x ht).deriv]
  exact div_pos (by linarith) (pow_pos (halfGap_pos x ht) 5)
```

For D > t/√2 the inequality is reversed, the derivative is negative, and the profile strictly decreases.

```lean
lemma profile_strictAntiOn {t : ℝ} (ht : 0 < t) :
    StrictAntiOn (fun y => y / halfGap y t ^ 3) (Set.Ici (t / √2)) := by
  refine strictAntiOn_of_deriv_neg (convex_Ici _)
    (fun x _ => (hasDerivAt_profile x ht).continuousAt.continuousWithinAt) ?_
  intro x hx
  rw [interior_Ici] at hx
  have h1 : t < x * √2 := (div_lt_iff₀ (by positivity)).1 hx
  have h2 := pow_lt_pow_left₀ h1 ht.le two_ne_zero
  rw [mul_pow, Real.sq_sqrt (by norm_num)] at h2
  rw [(hasDerivAt_profile x ht).deriv]
  exact div_neg_of_neg_of_pos (by linarith) (pow_pos (halfGap_pos x ht) 5)
```

## The excess at fixed bond length

Assume R > 0, t(R) > 0 and t′ < 0. The last condition says that the hopping weakens as the bond lengthens. Then −t′ R t is positive, and multiplying the profile by it preserves every strict inequality.

The theorem has three parts. For every D > 0 the dynamical charge is strictly larger than the static charge. On `Set.Icc 0 (t R / √2)`, the closed interval from 0 to t/√2, the excess strictly increases with D. On `Set.Ici (t R / √2)`, the half-line from t/√2 upwards, it strictly decreases. The first part holds because the charge-transfer term is positive. For the other two, the proof rewrites each excess in its closed form and applies the two profile lemmas.

```lean
/-- For a positive hopping that falls with bond length, the dynamical charge exceeds the static
charge at every `D > 0`; the excess strictly increases with `D` from zero up to `t/√2` and
strictly decreases beyond. -/
theorem dynamical_charge_excess {t : ℝ → ℝ} {t' R : ℝ} (ht : HasDerivAt t t' R)
    (hR : 0 < R) (h0 : 0 < t R) (ht' : t' < 0) :
    (∀ D, 0 < D → staticCharge D (t R) < deriv (bondDipole t D) R) ∧
    StrictMonoOn (chargeExcess t R) (Set.Icc 0 (t R / √2)) ∧
    StrictAntiOn (chargeExcess t R) (Set.Ici (t R / √2)) := by
  have hc : 0 < -t' * R * t R := mul_pos (mul_pos (neg_pos.2 ht') hR) h0
  refine ⟨fun D hD => ?_, fun x hx y hy hxy => ?_, fun x hx y hy hxy => ?_⟩
  · rw [(hasDerivAt_bondDipole D ht h0).deriv]
    exact lt_add_of_pos_right _ (mul_pos hc (div_pos hD (pow_pos (halfGap_pos D h0) 3)))
  · rw [chargeExcess_eq x ht h0, chargeExcess_eq y ht h0]
    exact mul_lt_mul_of_pos_left (profile_strictMonoOn h0 hx hy hxy) hc
  · rw [chargeExcess_eq x ht h0, chargeExcess_eq y ht h0]
    exact mul_lt_mul_of_pos_left (profile_strictAntiOn h0 hx hy hxy) hc
```

The condition t′ < 0 cannot be relaxed to t′ ≤ 0. Take constant hopping t = 1 and R = 1. No charge flows on stretching, the excess is zero for every D, and all three parts fail.

## The height of the peak

At D = t/√2 we have t² = 2D², hence g² = 3D² and g = √3 D. The profile there is

D/g³ = 1/(3√3 D²) = 2/(3√3 t²).

The proof replaces t/√2 by a single symbol d, keeps d² = t²/2, and finds `halfGap d t` equal to √3 d.

```lean
lemma profile_peak {t : ℝ} (ht : 0 < t) :
    (t / √2) / halfGap (t / √2) t ^ 3 = 2 / (3 * √3 * t ^ 2) := by
  have hd : 0 < t / √2 := by positivity
  have hd2 : (t / √2) ^ 2 = t ^ 2 / 2 := by
    rw [div_pow, Real.sq_sqrt (by norm_num)]
  generalize t / √2 = d at hd hd2 ⊢
  have h3 : (√3) ^ 2 = 3 := Real.sq_sqrt (by norm_num)
  have hs : halfGap d t = √3 * d := by
    have e : d ^ 2 + t ^ 2 = (√3 * d) ^ 2 := by
      rw [mul_pow, h3]
      linarith
    rw [halfGap, e, Real.sqrt_sq (by positivity)]
  rw [hs, div_eq_div_iff (by positivity) (by positivity)]
  linear_combination (-2 * √3 * d ^ 3) * h3 - 6 * √3 * d * hd2
```

Multiplying by −t′ R t gives the largest excess,

(2/(3√3)) · (−R t′/t).

The second factor is minus the logarithmic slope d ln t/d ln R of the hopping, and it is positive here. Every other D ≥ 0 gives a strictly smaller excess: the proof splits into D below and D above the turning point and uses the increasing or the decreasing branch.

```lean
/-- For a positive hopping that falls with bond length, the excess at `D = t/√2` is `2/(3√3)` times
`-R t'/t`, and every other `D ≥ 0` gives a strictly smaller excess. -/
theorem chargeExcess_peak {t : ℝ → ℝ} {t' R : ℝ} (ht : HasDerivAt t t' R)
    (hR : 0 < R) (h0 : 0 < t R) (ht' : t' < 0) :
    chargeExcess t R (t R / √2) = 2 / (3 * √3) * (-t' * R / t R) ∧
    ∀ D, 0 ≤ D → D ≠ t R / √2 →
      chargeExcess t R D < 2 / (3 * √3) * (-t' * R / t R) := by
  have hv : chargeExcess t R (t R / √2) = 2 / (3 * √3) * (-t' * R / t R) := by
    rw [chargeExcess_eq _ ht h0, profile_peak h0]
    have hT : t R * (t R)⁻¹ = 1 := mul_inv_cancel₀ h0.ne'
    linear_combination (2 / (3 * √3) * (-t' * R / t R)) * hT
  refine ⟨hv, fun D hD hne => ?_⟩
  obtain ⟨-, hmono, hanti⟩ := dynamical_charge_excess ht hR h0 ht'
  have hp : 0 ≤ t R / √2 := by positivity
  rw [← hv]
  -- the peak is approached from below on either side
  rcases lt_or_gt_of_ne hne with h | h
  · exact hmono ⟨hD, h.le⟩ ⟨hp, le_rfl⟩ h
  · exact hanti (Set.mem_Ici.2 le_rfl) (Set.mem_Ici.2 h.le) h

end

end BondDynamicalCharge
```

```lean
#print axioms BondDynamicalCharge.population_difference
#print axioms BondDynamicalCharge.dynamical_charge_excess
#print axioms BondDynamicalCharge.chargeExcess_peak
```

```
'BondDynamicalCharge.population_difference' depends on axioms: [propext, Classical.choice, Quot.sound]
'BondDynamicalCharge.dynamical_charge_excess' depends on axioms: [propext, Classical.choice, Quot.sound]
'BondDynamicalCharge.chargeExcess_peak' depends on axioms: [propext, Classical.choice, Quot.sound]
```

## Numbers for a Hubbard shift

Suppose the hopping falls as 1/R², so that −R t′/t = 2. The charges are then as follows.

| D/t | static charge | excess | dynamical charge |
|---|---|---|---|
| 0.5 | 0.447 | 0.716 | 1.163 |
| 1/√2 | 0.577 | 0.770 | 1.347 |
| 1 | 0.707 | 0.707 | 1.414 |
| 2 | 0.894 | 0.358 | 1.252 |

A shift from D = 0.5t to t/√2 raises the excess, while a shift from t to 2t roughly halves it. The static charge grows throughout, so the total dynamical charge does not peak at the same D as the excess.

In a DFT+U calculation the dynamical charge comes from the change of polarisation under a small atomic displacement, and a static charge can be read from projected site populations. In the common simplified form, the correction adds U(1/2 − n) to the energy of an orbital with occupation n per spin. Applied to both sites here, with the populations frozen, it changes D to D + U(a² − b²)/2, which for positive U and D makes the bond more ionic. In a self-consistent calculation the populations, and with them D, also respond to the displacement. That adds a term to P′(R) which the fixed-D model leaves out.
